# The spin-free two-electron operator written with excitation operators

In parts (a) to (e) the creators and annihilators are elements of an arbitrary ring, which in part (e) is also an algebra over $\mathbb C$, and they are constrained only by their anticommutation relations. These parts use no Fock space, vacuum state or adjoint. This is enough because their identities follow from reordering products and rearranging finite sums, whatever the operators act on. The cost is that nothing in the hypotheses says that a creator is the adjoint of its annihilator; in the usual physical representation it is, and the identities apply there as a special case. Part (f) checks the anticommutation relations for explicit matrices.

## Orbitals, spins and operators

An electron mode carries two labels, an orbital $p$ from a set $P$ and a spin $s$ from a set $S$. In Lean these sets are the types `P` and `S`, and the ring is `A`. The annihilator $a_{ps}$ is `a p s`, and the creator $a^\dagger_{ps}$ is `ad p s`. The dagger is part of the name only.

```lean
import Mathlib

open Matrix

namespace SpinFreeTwoElectron

noncomputable section

variable {P S A : Type*} [DecidableEq P] [DecidableEq S] [Ring A]
```

The structure `IsCAR` collects the three hypotheses. With $\{x,y\}=xy+yx$ and the Kronecker symbol $\delta$, they are

$$\{a_{ps},a_{qt}\}=0,\qquad \{a^\dagger_{ps},a^\dagger_{qt}\}=0,\qquad \{a_{ps},a^\dagger_{qt}\}=\delta_{pq}\delta_{st}.$$

The fields are called `ann`, `cre` and `mix`. The first two express Fermi statistics. If each creator is the adjoint of its annihilator, the third also says that the spin orbitals are orthonormal: for a non-orthogonal basis, the overlap matrix would then stand in place of $\delta_{pq}$.

```lean
/-- The canonical anticommutation relations for annihilators `a p s` and creators `ad p s`
of an electron in orbital `p` with spin `s`. -/
structure IsCAR (a ad : P → S → A) : Prop where
  ann : ∀ p s q t, a p s * a q t + a q t * a p s = 0
  cre : ∀ p s q t, ad p s * ad q t + ad q t * ad p s = 0
  mix : ∀ p s q t, a p s * ad q t + ad q t * a p s = if p = q ∧ s = t then 1 else 0
```

For a finite spin set, the excitation operator moves an electron from orbital $q$ to orbital $p$ and leaves its spin alone:

$$E_{pq}=\sum_s a^\dagger_{ps}a_{qs}.$$

```lean
omit [DecidableEq P] [DecidableEq S] in
/-- The spin-summed excitation operator `E_pq = ∑ s, a†_(p,s) a_(q,s)`. -/
def excitation [Fintype S] (a ad : P → S → A) (p q : P) : A :=
  ∑ s, ad p s * a q s
```

The two-electron operator does this for two electrons, one going from $q$ to $p$ with spin $s$, the other from $r'$ to $r$ with spin $t$:

$$W_{pqrr'}=\sum_{s,t}a^\dagger_{ps}a^\dagger_{rt}a_{r't}a_{qs}.$$

All creators stand to the left of all annihilators, which is normal order with respect to the empty vacuum and not with respect to a filled reference determinant. In Lean, $W_{pqrr'}$ is `twoBody a ad p q r r'`.

```lean
/-- The normal-ordered two-electron operator
`∑ s t, a†_(p,s) a†_(r,t) a_(r',t) a_(q,s)`. -/
def twoBody [Fintype S] (a ad : P → S → A) (p q r r' : P) : A :=
  ∑ s, ∑ t, ad p s * ad r t * a r' t * a q s
```

If the orbital set is finite too and the ring is an algebra over $\mathbb C$, these operators can be combined into an electronic Hamiltonian,

$$H=\sum_{p,q}h_{pq}E_{pq}+\tfrac12\sum_{p,q,r,r'}g_{pqrr'}W_{pqrr'}.$$

The coefficients $h$ and $g$ are arbitrary complex numbers. In a molecular calculation they would be the one-electron and two-electron integrals, with $g_{pqrr'}$ in the charge-density order $(pq|rr')$. Neither Hermiticity nor any permutation symmetry of the integrals is assumed. The coefficients carry no spin labels, so spin-dependent interactions such as spin-orbit coupling are not covered, and the constant nuclear repulsion is left out.

```lean
/-- The spin-free electronic Hamiltonian with one-electron coefficients `h` and two-electron
coefficients `g`, written with normal-ordered operators. -/
def hamiltonian [Fintype S] [Fintype P] [Algebra ℂ A] (a ad : P → S → A)
    (h : P → P → ℂ) (g : P → P → P → P → ℂ) : A :=
  ∑ p, ∑ q, h p q • excitation a ad p q +
    (1 / 2 : ℂ) • ∑ p, ∑ q, ∑ r, ∑ r', g p q r r' • twoBody a ad p q r r'
```

## (a) Reordering at fixed spins

**Task.** Fix both spins $s$ and $t$. Rewrite the normal-ordered string as a product of two one-electron excitations and a correction:

$$a^\dagger_{ps}a^\dagger_{rt}a_{r't}a_{qs}=(a^\dagger_{ps}a_{qs})(a^\dagger_{rt}a_{r't})-\delta_{qr}\delta_{st}\,a^\dagger_{ps}a_{r't}.$$

**Solution.** The annihilator $a_{qs}$ has to travel left until it stands next to $a^\dagger_{ps}$. Passing $a_{r't}$ costs a sign:

$$a^\dagger_{ps}a^\dagger_{rt}a_{r't}a_{qs}=-a^\dagger_{ps}a^\dagger_{rt}a_{qs}a_{r't}.$$

Passing the creator costs another sign and leaves a contraction, since $a^\dagger_{rt}a_{qs}=\delta_{qr}\delta_{st}-a_{qs}a^\dagger_{rt}$. Substitution gives

$$-a^\dagger_{ps}\left(\delta_{qr}\delta_{st}-a_{qs}a^\dagger_{rt}\right)a_{r't}
=a^\dagger_{ps}a_{qs}a^\dagger_{rt}a_{r't}-\delta_{qr}\delta_{st}\,a^\dagger_{ps}a_{r't}.$$

The theorem `IsCAR.string_eq` states this for all orbitals and spins, with the two Kronecker symbols written as one condition, `q = r ∧ s = t`. Its proof takes the two anticommutators just used as `h1` and `h2` and splits on whether the condition is true. In each case `linear_combination` multiplies `h1` from the left by the two creators, and encloses `h2` between $a^\dagger_{ps}$ and $a_{r't}$. The difference of these two equations is the claim, and `noncomm_ring` confirms it without ever commuting factors. The relation between two creators is not needed.

```lean
variable {a ad : P → S → A}

/-- For fixed spins, the normal-ordered string is the product of two one-electron
excitations minus a single contraction. -/
theorem IsCAR.string_eq (H : IsCAR a ad) (p q r r' : P) (s t : S) :
    ad p s * ad r t * a r' t * a q s =
      (ad p s * a q s) * (ad r t * a r' t) -
        (if q = r ∧ s = t then ad p s * a r' t else 0) := by
  have h1 := H.ann q s r' t
  have h2 := H.mix q s r t
  -- the contraction is present only when orbital and spin both agree
  by_cases c : q = r ∧ s = t
  · rw [if_pos c] at h2 ⊢
    linear_combination (norm := noncomm_ring)
      ad p s * ad r t * h1 - ad p s * h2 * a r' t
  · rw [if_neg c] at h2 ⊢
    linear_combination (norm := noncomm_ring)
      ad p s * ad r t * h1 - ad p s * h2 * a r' t
```

## (b) Summing over the spins

**Task.** Sum the result of (a) over both spins and express the two-electron operator through excitation operators alone:

$$W_{pqrr'}=E_{pq}E_{rr'}-\delta_{qr}E_{pr'}.$$

**Solution.** In the first term, the factor with spin $s$ and the factor with spin $t$ are summed independently:

$$\sum_{s,t}(a^\dagger_{ps}a_{qs})(a^\dagger_{rt}a_{r't})
=\Big(\sum_s a^\dagger_{ps}a_{qs}\Big)\Big(\sum_t a^\dagger_{rt}a_{r't}\Big)=E_{pq}E_{rr'}.$$

In the second term, $\delta_{st}$ removes one of the sums:

$$\sum_{s,t}\delta_{qr}\delta_{st}\,a^\dagger_{ps}a_{r't}=\delta_{qr}\sum_s a^\dagger_{ps}a_{r's}=\delta_{qr}E_{pr'}.$$

Subtracting gives the target. The correction removes the contribution in which the product $E_{pq}E_{rr'}$ moves one electron twice, first from $r'$ to $r$ and then from $q=r$ to $p$.

The normalisation in the mixed anticommutator matters. Take one orbital and one spin state, with ordinary fermion operators $c$ and $c^\dagger$ and number operator $n=c^\dagger c$, so that $n^2=n$. Set $a=\sqrt2\,c$ and $a^\dagger=\sqrt2\,c^\dagger$. Then `ann` and `cre` still hold, but $\{a,a^\dagger\}=2$, as for a spin orbital whose squared norm is 2. The left side of the target is $a^\dagger a^\dagger aa=0$. On the right, $E=a^\dagger a=2n$, and $E^2-E=4n-2n=2n$, which is not zero. Without `mix`, the formula can fail.

The theorem `IsCAR.twoBody_eq` holds for any four orbitals, equal or different, and for any finite number of spin states. The orbital set may be infinite, because no orbital is summed over. In the proof, `hδ` is the collapse of the contraction, `key` is part (a) with the orbitals fixed, and `Finset.sum_mul_sum` turns the product of two spin sums into a double sum.

```lean
/-- The spin-free form of the two-electron operator:
`∑ s t, a†_(p,s) a†_(r,t) a_(r',t) a_(q,s) = E_pq E_rr' - δ_qr E_pr'`. -/
theorem IsCAR.twoBody_eq [Fintype S] (H : IsCAR a ad) (p q r r' : P) :
    twoBody a ad p q r r' =
      excitation a ad p q * excitation a ad r r' -
        (if q = r then excitation a ad p r' else 0) := by
  -- the spin sums collapse the contraction to a single excitation operator
  have hδ : ∑ s, ∑ t, (if q = r ∧ s = t then ad p s * a r' t else 0) =
      if q = r then excitation a ad p r' else 0 := by
    by_cases c : q = r <;> simp [c, excitation]
  have key := H.string_eq p q r r'
  simp only [twoBody, key, Finset.sum_sub_distrib, hδ, excitation, Finset.sum_mul_sum]
```

## (c) Exchanging the two electrons

**Task.** Show that the two-electron operator does not change when the orbital pairs $(p,q)$ and $(r,r')$ trade places:

$$W_{pqrr'}=W_{rr'pq}.$$

**Solution.** At fixed spins, swap the two creators and then the two annihilators:

$$a^\dagger_{ps}a^\dagger_{rt}a_{r't}a_{qs}
=-a^\dagger_{rt}a^\dagger_{ps}a_{r't}a_{qs}
=a^\dagger_{rt}a^\dagger_{ps}a_{qs}a_{r't}.$$

The two signs cancel. Summed over $s$ and $t$, the last expression is $W_{rr'pq}$, with $t$ now the spin of the electron named first. The names of the summed spins are immaterial.

In Lean, `Finset.sum_comm` exchanges the order of the spin sums, so that the terms on the two sides correspond. The two uses of `Finset.sum_congr` then reduce the claim to fixed spins, where `linear_combination` applies `H.cre` once and `H.ann` once. Here `H` names the hypothesis `IsCAR a ad`, not the Hamiltonian. The mixed relation plays no part.

```lean
/-- The two-electron operator is unchanged when the orbital pairs of the two electrons
are exchanged. -/
theorem IsCAR.twoBody_exchange [Fintype S] (H : IsCAR a ad) (p q r r' : P) :
    twoBody a ad p q r r' = twoBody a ad r r' p q := by
  unfold twoBody
  rw [Finset.sum_comm]
  refine Finset.sum_congr rfl fun t _ => Finset.sum_congr rfl fun s _ => ?_
  -- one sign from the creators, one from the annihilators
  linear_combination (norm := noncomm_ring)
    H.cre p s r t * (a r' t * a q s) - ad r t * ad p s * H.ann r' t q s
```

## (d) The commutator of two excitation operators

**Task.** Use (b) and (c) to find the commutator of two excitation operators, without returning to individual creators and annihilators:

$$E_{pq}E_{rr'}-E_{rr'}E_{pq}=\delta_{qr}E_{pr'}-\delta_{r'p}E_{rq}.$$

**Solution.** Apply (b) to each side of (c). On the right side the orbitals appear in the order $r,r',p,q$, so the contraction there joins $r'$ with $p$:

$$E_{pq}E_{rr'}-\delta_{qr}E_{pr'}=E_{rr'}E_{pq}-\delta_{r'p}E_{rq}.$$

Moving $E_{rr'}E_{pq}$ to the left and $\delta_{qr}E_{pr'}$ to the right gives the commutator.

The proof of `IsCAR.excitation_commutator` follows the same route. The equation `hx` starts as the exchange symmetry, two rewrites with `H.twoBody_eq` turn it into the displayed line, and `linear_combination` with `abel` rearranges the terms.

```lean
/-- The commutator of two excitation operators:
`E_pq E_rr' - E_rr' E_pq = δ_qr E_pr' - δ_r'p E_rq`. -/
theorem IsCAR.excitation_commutator [Fintype S] (H : IsCAR a ad) (p q r r' : P) :
    excitation a ad p q * excitation a ad r r' -
        excitation a ad r r' * excitation a ad p q =
      (if q = r then excitation a ad p r' else 0) -
        (if r' = p then excitation a ad r q else 0) := by
  -- compare the spin-free form with its electron-exchanged version
  have hx := H.twoBody_exchange p q r r'
  rw [H.twoBody_eq p q r r', H.twoBody_eq r r' p q] at hx
  linear_combination (norm := abel) hx
```

## (e) The Hamiltonian in products of excitation operators

**Task.** Eliminate the normal-ordered two-electron operators from $H$ and collect everything that multiplies a single excitation operator:

$$H=\sum_{p,q}\Big(h_{pq}-\tfrac12\sum_r g_{prrq}\Big)E_{pq}+\tfrac12\sum_{p,q,r,r'}g_{pqrr'}E_{pq}E_{rr'}.$$

**Solution.** Inserting (b) into the two-electron part gives

$$\tfrac12\sum_{p,q,r,r'}g_{pqrr'}E_{pq}E_{rr'}-\tfrac12\sum_{p,q,r,r'}g_{pqrr'}\delta_{qr}E_{pr'}.$$

The Kronecker symbol sets $r=q$ in the second sum, which becomes

$$\tfrac12\sum_{p,q,r'}g_{pqqr'}E_{pr'}.$$

Now rename the summation indices, $q$ to $r$ and $r'$ to $q$. The result is $\tfrac12\sum_{p,q}\big(\sum_r g_{prrq}\big)E_{pq}$. Subtracting it from $\sum_{p,q}h_{pq}E_{pq}$ gives the modified one-electron coefficients.

For a spin-independent Hamiltonian in a finite orthonormal orbital basis, this form allows energy matrix elements in configuration interaction to be assembled from those of the $E_{pq}$ and their products. The shift in the one-electron coefficients comes from operator ordering alone; it is not a mean-field approximation.

The theorem `IsCAR.hamiltonian_eq` is an exact identity for every choice of `h` and `g`. In its proof, `hc` evaluates the contraction sum. The auxiliary statement `inner` carries out the sum over $r$ at fixed $p$ and $q$, and the steps after it exchange the remaining sums and gather the coefficients of each excitation operator. The final `simp only` inserts part (b) and distributes the sums, and `abel` puts the terms in order.

```lean
/-- The Hamiltonian in terms of products of excitation operators: the one-electron
coefficients become `h_pq - ½ ∑ r, g_prrq`. -/
theorem IsCAR.hamiltonian_eq [Fintype S] [Fintype P] [Algebra ℂ A] (H : IsCAR a ad)
    (h : P → P → ℂ) (g : P → P → P → P → ℂ) :
    hamiltonian a ad h g =
      ∑ p, ∑ q, (h p q - (1 / 2 : ℂ) * ∑ r, g p r r q) • excitation a ad p q +
        (1 / 2 : ℂ) • ∑ p, ∑ q, ∑ r, ∑ r',
          g p q r r' • (excitation a ad p q * excitation a ad r r') := by
  -- the contraction terms add up to a one-electron operator
  have hc : ∑ p, ∑ q, ∑ r, ∑ r',
      g p q r r' • (if q = r then excitation a ad p r' else 0) =
      ∑ p, ∑ q, (∑ r, g p r r q) • excitation a ad p q := by
    refine Finset.sum_congr rfl fun p _ => ?_
    have inner : ∀ q, ∑ r, ∑ r',
        g p q r r' • (if q = r then excitation a ad p r' else 0) =
        ∑ r', g p q q r' • excitation a ad p r' := by
      intro q
      rw [Finset.sum_comm]
      refine Finset.sum_congr rfl fun r' _ => ?_
      simp [smul_ite]
    rw [Finset.sum_congr rfl fun q _ => inner q, Finset.sum_comm]
    refine Finset.sum_congr rfl fun r' _ => ?_
    rw [Finset.sum_smul]
  simp only [hamiltonian, H.twoBody_eq, smul_sub, Finset.sum_sub_distrib, hc, sub_smul,
    mul_smul, ← Finset.smul_sum]
  abel
```

## (f) Matrices for one orbital with two spin states

**Task.** Label the spin states 0 and 1, and order the occupation basis as $|00\rangle,|01\rangle,|10\rangle,|11\rangle$, with the occupation of spin 0 written first. Let $A_0$ and $A_1$ be the matrices that act as

$$A_0|10\rangle=|00\rangle,\quad A_0|11\rangle=|01\rangle,\quad A_1|01\rangle=|00\rangle,\quad A_1|11\rangle=-|10\rangle,$$

and give zero on the other basis states. Verify that

$$\{A_s,A_t\}=0,\qquad \{A_s^{T},A_t^{T}\}=0,\qquad \{A_s,A_t^{T}\}=\delta_{st}\mathbf 1.$$

**Solution.** Each matrix squares to zero, because it empties a state that it cannot empty twice. For different spins, only $|11\rangle$ can survive two annihilations, and there

$$A_0A_1|11\rangle=-|00\rangle,\qquad A_1A_0|11\rangle=|00\rangle.$$

The sum vanishes, which proves the first relation. Transposing it gives the second.

For equal spins, $A_s^{T}A_s$ projects onto the states in which spin $s$ is occupied, and $A_sA_s^{T}$ onto those in which it is empty. The minus sign in $A_1$ enters squared, so the two projectors add up to the identity. For different spins, $A_0$ and $A_1^{T}$ can both act only on $|10\rangle$, where

$$A_0A_1^{T}|10\rangle=-A_0|11\rangle=-|01\rangle,\qquad A_1^{T}A_0|10\rangle=A_1^{T}|00\rangle=|01\rangle.$$

These cancel, and the transpose of this relation covers $A_1$ with $A_0^{T}$.

In Lean the matrices are `spinMode 0` and `spinMode 1`. Their entries are real, so the transpose is also the adjoint.

```lean
/-- Annihilation matrices for one orbital with two spin states, in the occupation basis
`|00⟩, |01⟩, |10⟩, |11⟩`. -/
def spinMode (s : Fin 2) : Matrix (Fin 4) (Fin 4) ℂ :=
  if s = 0 then !![0, 0, 1, 0; 0, 0, 0, 1; 0, 0, 0, 0; 0, 0, 0, 0]
  else !![0, 1, 0, 0; 0, 0, 0, 0; 0, 0, 0, -1; 0, 0, 0, 0]
```

The theorem `isCAR_witness` states that these matrices satisfy `IsCAR`, with `Fin 1` as the orbital set and `Fin 2` as the spin set. The hypotheses of the earlier parts are therefore met by an actual fermion system, if a very small one. The proof runs through all pairs of spins and all matrix entries with `fin_cases`, and computes each entry from the explicit matrices.

```lean
/-- The matrices `spinMode s` and their transposes satisfy the canonical anticommutation
relations for one orbital with two spin states. -/
theorem isCAR_witness :
    IsCAR (fun (_ : Fin 1) s => spinMode s) (fun (_ : Fin 1) s => (spinMode s)ᵀ) := by
  refine ⟨fun p s q t => ?_, fun p s q t => ?_, fun p s q t => ?_⟩
  all_goals
    obtain rfl : p = q := Subsingleton.elim p q
    fin_cases s <;> fin_cases t <;> ext i j <;> fin_cases i <;> fin_cases j <;>
      (simp only [Matrix.add_apply, Matrix.mul_apply, Matrix.transpose_apply,
        Fin.sum_univ_four]
       simp [spinMode])

end

end SpinFreeTwoElectron
```

```lean
#print axioms SpinFreeTwoElectron.IsCAR.twoBody_eq
#print axioms SpinFreeTwoElectron.IsCAR.excitation_commutator
#print axioms SpinFreeTwoElectron.IsCAR.hamiltonian_eq
```

```
'SpinFreeTwoElectron.IsCAR.twoBody_eq' depends on axioms: [propext, Classical.choice, Quot.sound]
'SpinFreeTwoElectron.IsCAR.excitation_commutator' depends on axioms: [propext, Classical.choice, Quot.sound]
'SpinFreeTwoElectron.IsCAR.hamiltonian_eq' depends on axioms: [propext, Classical.choice, Quot.sound]
```
